# The Strang splitting error through third order in the time step

The time step $t$ is modelled here as an element of the operator algebra with $t^4=0$, not as a small real number. This condition stands for working through third order: every term from $t^4$ on is discarded, and what remains are exact identities. The step must also commute with every operator, as a number would. The generators $A$ and $B$ are arbitrary elements of an associative ring `R` with unit, and need not commute.

In Lean 4 with Mathlib:

```lean
import Mathlib

open Polynomial

namespace StrangSplitting

noncomputable section

variable {R : Type*} [Ring R]
```

The error is expressed through commutators, $[X,Y]=XY-YX$.

```lean
/-- The commutator `[X, Y] = XY - YX`. -/
def comm (X Y : R) : R := X * Y - Y * X
```

## Multiplying order by order

A truncated propagator is a cubic polynomial $a+tb+t^2c+t^3d$ with operator coefficients.

```lean
/-- A cubic polynomial in the time step `t` with operator coefficients. -/
def jet (t a b c d : R) : R := a + t * b + t ^ 2 * c + t ^ 3 * d
```

Since $t$ moves freely past the coefficients and $t^4=0$, the product of two such polynomials, with coefficients $a,b,c,d$ and $a',b',c',d'$, is

$$aa'+t(ab'+ba')+t^2(ac'+bb'+ca')+t^3(ad'+bc'+cb'+da').$$

In the proof, `move` brings $t$ to the left, `hz` removes the terms of fourth order and above, and `abel` reorders the sum.

```lean
/-- Cubic polynomials in a central time step with `t ^ 4 = 0` multiply order by order. -/
theorem jet_mul {t : R} (ht : ∀ x, Commute t x) (h4 : t ^ 4 = 0)
    (a b c d a' b' c' d' : R) :
    jet t a b c d * jet t a' b' c' d' =
      jet t (a * a') (a * b' + b * a') (a * c' + b * b' + c * a')
        (a * d' + b * c' + c * b' + d * a') := by
  -- the time step moves to the left through every coefficient
  have move : ∀ x y : R, x * (t * y) = t * (x * y) := fun x y => by
    rw [← mul_assoc, ← (ht x).eq, mul_assoc]
  have ha := move a
  have hb := move b
  have hc := move c
  have hd := move d
  -- fourth order vanishes
  have hz : ∀ y : R, t * (t * (t * (t * y))) = 0 := fun y => by
    have h : t * (t * (t * (t * y))) = t ^ 4 * y := by
      simp only [pow_succ, pow_zero, one_mul, mul_assoc]
    rw [h, h4, zero_mul]
  have p2 : t ^ 2 = t * t := sq t
  have p3 : t ^ 3 = t * (t * t) := by rw [pow_succ, sq, mul_assoc]
  simp only [jet, p2, p3, mul_add, add_mul, mul_assoc, ha, hb, hc, hd, hz, mul_zero, add_zero]
  abel
```

## The Strang step

Rational coefficients are now needed, so `R` becomes a $\mathbb{Q}$-algebra. Define

$$e_t(X)=1+tX+\tfrac12t^2X^2+\tfrac16t^3X^3 .$$

With $t^4=0$, the later terms of the exponential series vanish anyway.

```lean
variable [Algebra ℚ R]

/-- The exponential series of `tX`, for central `t`, cut after third order. -/
def expThree (t X : R) : R :=
  1 + t * X + t ^ 2 * ((1 / 2 : ℚ) • X ^ 2) + t ^ 3 * ((1 / 6 : ℚ) • X ^ 3)
```

The symmetric step is $S_t=e_t(A/2)\,e_t(B)\,e_t(A/2)$. For quantum dynamics one would take $A=-iV/\hbar$ and $B=-iT/\hbar$, with potential energy $V$ and kinetic energy $T$ represented by finite complex matrices. Among complex matrices only $t=0$ is central with $t^4=0$, so `R` is then the ring of matrices whose entries are complex polynomials in $t$ modulo $t^4$.

```lean
/-- One Strang step: half a step with `A`, a full step with `B`, half a step with `A`. -/
def strangStep (t A B : R) : R :=
  expThree t ((1 / 2 : ℚ) • A) * expThree t B * expThree t ((1 / 2 : ℚ) • A)
```

The claimed third-order coefficient of the error is

$$D=\tfrac1{12}[B,[B,A]]-\tfrac1{24}[A,[A,B]].$$

```lean
/-- The combination `[B,[B,A]]/12 - [A,[A,B]]/24` of double commutators. -/
def strangDefect (A B : R) : R :=
  (1 / 12 : ℚ) • comm B (comm B A) - (1 / 24 : ℚ) • comm A (comm A B)
```

To verify it, multiply the first two factors. The coefficients of $e_t(A/2)\,e_t(B)$ are

$$1,\quad \tfrac12A+B,\quad \tfrac18A^2+\tfrac12AB+\tfrac12B^2,\quad \tfrac1{48}A^3+\tfrac18A^2B+\tfrac14AB^2+\tfrac16B^3 .$$

Multiplying by $e_t(A/2)$ on the right gives $A+B$ at first order and $\tfrac12(A^2+AB+BA+B^2)=\tfrac12(A+B)^2$ at second. The cubic coefficient is

$$\tfrac16A^3+\tfrac18(A^2B+BA^2)+\tfrac14ABA+\tfrac14(AB^2+B^2A)+\tfrac16B^3 .$$

Subtracting $\tfrac16(A+B)^3$, in which every word has weight $\tfrac16$, leaves

$$\tfrac1{12}(B^2A-2BAB+AB^2)-\tfrac1{24}(A^2B-2ABA+BA^2)=D .$$

The proof applies `jet_mul` twice, separates the coefficients with `congr 1`, expands them into words and lets `module` compare the rational weights.

```lean
/-- The Strang step, order by order in `t`: the coefficients are those of the exponential of `t(A +
B)`, except that the cubic one carries the double commutators in addition. -/
theorem strangStep_expansion {t : R} (ht : ∀ x, Commute t x) (h4 : t ^ 4 = 0) (A B : R) :
    strangStep t A B = jet t 1 (A + B) ((1 / 2 : ℚ) • (A + B) ^ 2)
      ((1 / 6 : ℚ) • (A + B) ^ 3 + strangDefect A B) := by
  have he : ∀ X : R, expThree t X =
      jet t 1 X ((1 / 2 : ℚ) • X ^ 2) ((1 / 6 : ℚ) • X ^ 3) := fun _ => rfl
  rw [strangStep, he, he, jet_mul ht h4, jet_mul ht h4]
  -- compare the coefficients of each power of the time step
  congr 1 <;>
    (simp only [strangDefect, comm, pow_succ, pow_zero, one_mul, mul_one, mul_add, add_mul,
      mul_sub, sub_mul, smul_mul_assoc, mul_smul_comm, mul_assoc] <;> module)
```

Since $e_t(A+B)$ has the same coefficients without $D$, subtraction gives $S_t-e_t(A+B)=t^3D$. The hypotheses `ht` and `h4` say that $t$ is central and that $t^4=0$.

```lean
/-- **Strang splitting error**: through third order in the time step, the Strang step minus the
exponential of `t(A + B)` is `t³ ([B,[B,A]]/12 - [A,[A,B]]/24)`. -/
theorem strang_error {t : R} (ht : ∀ x, Commute t x) (h4 : t ^ 4 = 0) (A B : R) :
    strangStep t A B - expThree t (A + B) =
      t ^ 3 * ((1 / 12 : ℚ) • comm B (comm B A) - (1 / 24 : ℚ) • comm A (comm A B)) := by
  rw [strangStep_expansion ht h4, ← strangDefect, jet, expThree, mul_add (t ^ 3)]
  abel
```

Another formulation takes real $t$, bounded operators and full exponentials. The same $t^3D$ then appears with a remainder of order $t^4$, which has to be bounded in a norm. That version would describe the error at an actual small time step; the algebraic one identifies its third-order coefficient without any norm or convergence argument.

## Reversal and repeated steps

Reversing $t$ changes the sign of the odd orders. In $e_t(X)\,e_{-t}(X)$ the first-order terms cancel, the second order is $(\tfrac12-1+\tfrac12)X^2=0$, and the third is $(-\tfrac16+\tfrac12-\tfrac12+\tfrac16)X^3=0$.

```lean
/-- Through third order, propagation by `-t` and then by `t` with one generator is the identity. -/
theorem expThree_mul_neg {t : R} (ht : ∀ x, Commute t x) (h4 : t ^ 4 = 0) (X : R) :
    expThree t X * expThree (-t) X = 1 := by
  have h3 : (-t) ^ 3 = -t ^ 3 := Odd.neg_pow (by decide) t
  have hn : expThree (-t) X =
      jet t 1 (-X) ((1 / 2 : ℚ) • X ^ 2) (-((1 / 6 : ℚ) • X ^ 3)) := by
    simp only [expThree, jet, h3, neg_sq, neg_mul, mul_neg]
  have he : expThree t X = jet t 1 X ((1 / 2 : ℚ) • X ^ 2) ((1 / 6 : ℚ) • X ^ 3) := rfl
  rw [hn, he, jet_mul ht h4]
  trans jet t 1 0 0 0
  · congr 1 <;>
      (simp only [pow_succ, pow_zero, one_mul, mul_one, mul_neg,
        smul_mul_assoc, mul_smul_comm, mul_assoc] <;> module)
  · simp [jet]
```

In $S_tS_{-t}$ the two inner $A$ factors therefore cancel, then the $B$ factors, then the outer $A$ factors. The lemma `regroup` supplies the bracketing.

```lean
/-- Through third order, the Strang step is time-reversible: the step with `t` undoes the step with
`-t`. -/
theorem strang_reversible {t : R} (ht : ∀ x, Commute t x) (h4 : t ^ 4 = 0) (A B : R) :
    strangStep t A B * strangStep (-t) A B = 1 := by
  have ha := expThree_mul_neg ht h4 ((1 / 2 : ℚ) • A)
  have hb := expThree_mul_neg ht h4 B
  -- the factors cancel in pairs from the middle outwards
  have regroup : ∀ a b a' b' : R,
      a * b * a * (a' * b' * a') = a * (b * (a * a') * b') * a' := fun a b a' b' => by
    simp only [mul_assoc]
  rw [strangStep, strangStep, regroup, ha, mul_one, hb, mul_one, ha]
```

For $n$ steps, write $E=e_t(A+B)$, so that $S_t=E+t^3D$. Because $E$ is $1$ plus terms containing $t$, we have $E\,t^3D=t^3D=t^3D\,E$, and also $(t^3D)^2=0$. If $S_t^n=E^n+n\,t^3D$, then

$$S_t^{n+1}=(E^n+n\,t^3D)(E+t^3D)=E^{n+1}+(n+1)\,t^3D .$$

The case $n=0$ is immediate. The third-order coefficient of the error after $n$ steps is thus $nD$. This describes small $t$ at fixed $n$. At fixed total time $nt$, discarded terms of size $n^2t^4$ can be comparable with $n\,t^3$, so the formula does not give the accumulated error there.

```lean
/-- Through third order, the deviation of `n` Strang steps from `n` steps with the exponential of
`t(A + B)` is `n` times the error of a single step. -/
theorem strang_error_steps {t : R} (ht : ∀ x, Commute t x) (h4 : t ^ 4 = 0) (A B : R)
    (n : ℕ) :
    strangStep t A B ^ n - expThree t (A + B) ^ n = n • (t ^ 3 * strangDefect A B) := by
  set D := strangDefect A B with hD
  set E := expThree t (A + B) with hE
  have hj : t ^ 3 * D = jet t 0 0 0 D := by simp [jet]
  have he : E = jet t 1 (A + B) ((1 / 2 : ℚ) • (A + B) ^ 2)
      ((1 / 6 : ℚ) • (A + B) ^ 3) := rfl
  -- a third-order term is unchanged by further propagation
  have hl : E * (t ^ 3 * D) = t ^ 3 * D := by
    rw [hj, he, jet_mul ht h4]; simp
  have hr : t ^ 3 * D * E = t ^ 3 * D := by
    rw [hj, he, jet_mul ht h4]; simp
  have hz : t ^ 3 * D * (t ^ 3 * D) = 0 := by
    rw [hj, jet_mul ht h4]; simp [jet]
  have hp : ∀ k : ℕ, E ^ k * (t ^ 3 * D) = t ^ 3 * D := fun k => by
    induction k with
    | zero => simp
    | succ k ih => rw [pow_succ, mul_assoc, hl, ih]
  have hs : strangStep t A B = E + t ^ 3 * D :=
    sub_eq_iff_eq_add'.mp (strang_error ht h4 A B)
  rw [sub_eq_iff_eq_add', hs]
  induction n with
  | zero => simp
  | succ n ih =>
    rw [pow_succ, ih, add_mul, mul_add, mul_add, hp, smul_mul_assoc, smul_mul_assoc,
      hr, hz, smul_zero, add_zero, ← pow_succ, succ_nsmul]
    abel
```

## A 2×2 example with nonzero error

A suitable time step exists in the polynomials over $\mathbb{Q}$ modulo $X^4$.

```lean
/-- Rational polynomials in one variable modulo its fourth power. -/
abbrev Truncated : Type := ℚ[X] ⧸ Ideal.span {(X : ℚ[X]) ^ 4}
```

Let $\tau$ be the class of the variable $X$.

```lean
/-- The class of the variable. -/
def tau : Truncated := Ideal.Quotient.mk _ X
```

Multiplied by the $2\times2$ identity matrix, it commutes with every matrix.

```lean
/-- The time step as a multiple of the 2×2 identity matrix. -/
def tauMatrix : Matrix (Fin 2) (Fin 2) Truncated := algebraMap Truncated _ tau
```

The generators chosen next are an algebraic test case, not a physical splitting: neither is $-i/\hbar$ times a Hermitian matrix. Take $A$ to be the raising matrix,

```lean
/-- The 2×2 raising matrix. -/
def raising : Matrix (Fin 2) (Fin 2) Truncated := !![0, 1; 0, 0]
```

and $B$ the lowering matrix.

```lean
/-- The 2×2 lowering matrix. -/
def lowering : Matrix (Fin 2) (Fin 2) Truncated := !![0, 0; 1, 0]
```

Then $[B,[B,A]]=-2B$ and $[A,[A,B]]=-2A$, so $D=\tfrac1{12}A-\tfrac16B$. The upper right entry of the error is $\tau^3/12$. If the Strang step equalled $e_t(A+B)$, this entry would vanish and $X^4$ would divide $X^3$, which is false.

```lean
/-- The time step `tauMatrix` is central with vanishing fourth power, and for the raising and
lowering matrices the Strang step differs from `expThree` of their sum. -/
theorem strang_error_witness :
    (∀ x, Commute tauMatrix x) ∧ tauMatrix ^ 4 = 0 ∧
      strangStep tauMatrix raising lowering ≠ expThree tauMatrix (raising + lowering) := by
  have hc : ∀ x, Commute tauMatrix x := fun x => Algebra.commutes tau x
  have h4 : tauMatrix ^ 4 = 0 := by
    have h : tau ^ 4 = 0 := by
      rw [tau, ← map_pow, Ideal.Quotient.eq_zero_iff_mem]
      exact Ideal.mem_span_singleton_self _
    rw [tauMatrix, ← map_pow, h, map_zero]
  refine ⟨hc, h4, fun h => ?_⟩
  have h1 : comm lowering (comm lowering raising) = -(lowering + lowering) := by
    ext i j
    fin_cases i <;> fin_cases j <;> simp [comm, raising, lowering]
    all_goals ring
  have h2 : comm raising (comm raising lowering) = -(raising + raising) := by
    ext i j
    fin_cases i <;> fin_cases j <;> simp [comm, raising, lowering]
    all_goals ring
  have hd : (1 / 12 : ℚ) • -(lowering + lowering) - (1 / 24 : ℚ) • -(raising + raising) =
      (1 / 12 : ℚ) • raising - (1 / 6 : ℚ) • lowering := by module
  have e := strang_error hc h4 raising lowering
  rw [h, sub_self, h1, h2, hd, tauMatrix, ← map_pow, ← Algebra.smul_def] at e
  -- the upper right entry would force the cube of the variable to vanish
  have e01 := congrFun (congrFun e 0) 1
  have e3 : tau ^ 3 * ((1 / 12 : ℚ) • (1 : Truncated)) = 0 := by
    simpa [raising, lowering] using e01.symm
  have h3 : tau ^ 3 = 0 := by
    have h12 : tau ^ 3 = (12 : ℚ) • (tau ^ 3 * ((1 / 12 : ℚ) • (1 : Truncated))) := by
      rw [mul_smul_comm, smul_smul, mul_one]; norm_num
    rw [h12, e3, smul_zero]
  rw [tau, ← map_pow, Ideal.Quotient.eq_zero_iff_mem, Ideal.mem_span_singleton,
    Polynomial.X_pow_dvd_iff] at h3
  have := h3 3 (by norm_num)
  simp at this

end

end StrangSplitting
```

```lean
#print axioms StrangSplitting.strang_error
#print axioms StrangSplitting.strang_reversible
#print axioms StrangSplitting.strang_error_steps
```

```
'StrangSplitting.strang_error' depends on axioms: [propext, Classical.choice, Quot.sound]
'StrangSplitting.strang_reversible' depends on axioms: [propext, Classical.choice, Quot.sound]
'StrangSplitting.strang_error_steps' depends on axioms: [propext, Classical.choice, Quot.sound]
```
